# A one-dimensional Dirac domain wall, gapped on both sides, has exactly one zero mode up to scale

What counts as a zero mode has to be settled first. Here it is a spinor function, differentiable at every point of the line, that solves $H\psi=0$ pointwise and has an integrable density. The Hamiltonian is thus a differential expression, not a self-adjoint operator with a chosen domain, and the results concern energy zero only. With $\hbar=1$,

$$H=-iv\sigma_y\frac{d}{dx}+m(x)\sigma_x,$$

where $v>0$ is a velocity and $m$ a real, continuous mass profile, expressed as an energy.

```lean
import Mathlib

open MeasureTheory Matrix

namespace DomainWallZeroMode

noncomputable section
```

This loads the mathematics library Mathlib and opens a namespace for the names below.

```lean
/-- The Pauli matrix `σ_x`. -/
def sigmaX : Matrix (Fin 2) (Fin 2) ℂ := !![0, 1; 1, 0]
```

`!![0, 1; 1, 0]` lists a matrix row by row. Rows and columns are numbered 0 and 1.

```lean
/-- The Pauli matrix `σ_y`. -/
def sigmaY : Matrix (Fin 2) (Fin 2) ℂ := !![0, -Complex.I; Complex.I, 0]
```

This is $\sigma_y$ in the usual convention.

```lean
/-- The Dirac Hamiltonian `-i v σ_y d/dx + m(x) σ_x` acting on a differentiable spinor. -/
def diracOp (v : ℝ) (m : ℝ → ℝ) (ψ : ℝ → Fin 2 → ℂ) (x : ℝ) : Fin 2 → ℂ :=
  (-(Complex.I * v)) • (sigmaY *ᵥ deriv ψ x) + (m x : ℂ) • (sigmaX *ᵥ ψ x)
```

A spinor `ψ : ℝ → Fin 2 → ℂ` assigns to each position two complex components, $\psi_0$ and $\psi_1$. The symbol `*ᵥ` applies a matrix to a vector, and `•` multiplies by a scalar.

```lean
/-- A zero mode: a differentiable, square-integrable spinor annihilated by the Hamiltonian. -/
def IsZeroMode (v : ℝ) (m : ℝ → ℝ) (ψ : ℝ → Fin 2 → ℂ) : Prop :=
  Differentiable ℝ ψ ∧ (∀ x, diracOp v m ψ x = 0) ∧
    Integrable (fun x => ‖ψ x 0‖ ^ 2 + ‖ψ x 1‖ ^ 2)
```

The three conditions are differentiability, $H\psi=0$ at every $x$, and $\int(|\psi_0|^2+|\psi_1|^2)\,dx<\infty$. The zero spinor qualifies, so the zero modes can form a vector space.

```lean
/-- The integrated mass `W(x) = ∫₀ˣ m/v`, for `v ≠ 0`. -/
def W (v : ℝ) (m : ℝ → ℝ) (x : ℝ) : ℝ := ∫ t in (0 : ℝ)..x, m t / v
```

The integrated mass is $W(x)=\int_0^x m(t)/v\,dt$, so $W(0)=0$.

```lean
/-- The spinor `(exp(-W), 0)`, for `v ≠ 0`. -/
def wallMode (v : ℝ) (m : ℝ → ℝ) (x : ℝ) : Fin 2 → ℂ := ![(Real.exp (-W v m x) : ℂ), 0]
```

This is the candidate $(e^{-W},0)$, not normalised. When $\int e^{-2W}dx$ is finite, the normalised state is $(e^{-W},0)/\sqrt{\int e^{-2W}dx}$.

## Two decoupled equations

```lean
variable {v m₀ R : ℝ} {m : ℝ → ℝ}

/-- The two rows of the Hamiltonian: each contains only one spinor component. -/
theorem diracOp_apply (v : ℝ) (m : ℝ → ℝ) (ψ : ℝ → Fin 2 → ℂ) (x : ℝ) :
    diracOp v m ψ x 0 = -v * deriv ψ x 1 + m x * ψ x 1 ∧
    diracOp v m ψ x 1 = v * deriv ψ x 0 + m x * ψ x 0 := by
  have e0 : diracOp v m ψ x 0 = -(Complex.I * v) * (-Complex.I * deriv ψ x 1)
      + m x * ψ x 1 := by
    simp [diracOp, sigmaX, sigmaY, dotProduct, Fin.sum_univ_two]
  have e1 : diracOp v m ψ x 1 = -(Complex.I * v) * (Complex.I * deriv ψ x 0)
      + m x * ψ x 0 := by
    simp [diracOp, sigmaX, sigmaY, dotProduct, Fin.sum_univ_two]
  constructor
  · rw [e0]; linear_combination (v * deriv ψ x 1) * Complex.I_sq
  · rw [e1]; linear_combination -(v * deriv ψ x 0) * Complex.I_sq
```

Since $\sigma_y\psi'=(-i\psi_1',\,i\psi_0')$ and $\sigma_x\psi=(\psi_1,\psi_0)$,

$$(H\psi)_0=-v\psi_1'+m\psi_1,\qquad (H\psi)_1=v\psi_0'+m\psi_0 .$$

Lean multiplies out the matrices with `simp`; `linear_combination` then uses $i^2=-1$.

```lean
/-- The integrated mass has slope `m/v`. -/
theorem hasDerivAt_W (hm : Continuous m) (x : ℝ) : HasDerivAt (W v m) (m x / v) x :=
  ((hm.div_const v).integral_hasStrictDerivAt 0 x).hasDerivAt
```

The fundamental theorem of calculus gives $W'=m/v$, using the continuity of $m$.

```lean
/-- A solution of `u' = G' u` with `G(0) = 0` is `u(0) exp(G)`. -/
theorem eq_exp_of_hasDerivAt {u : ℝ → ℂ} {g G : ℝ → ℝ}
    (hu : ∀ x, HasDerivAt u ((g x : ℂ) * u x) x) (hG : ∀ x, HasDerivAt G (g x) x)
    (h0 : G 0 = 0) (x : ℝ) : u x = u 0 * (Real.exp (G x) : ℂ) := by
  -- the product with the integrating factor is constant
  have hd : ∀ y, HasDerivAt (fun y => u y * (Real.exp (-G y) : ℂ)) 0 y := by
    intro y
    refine ((hu y).fun_mul (hG y).fun_neg.exp.ofReal_comp).congr_deriv ?_
    push_cast
    ring
  have hc := is_const_of_deriv_eq_zero (fun y => (hd y).differentiableAt)
    (fun y => (hd y).deriv) x 0
  simp only [h0, neg_zero, Real.exp_zero, Complex.ofReal_one, mul_one] at hc
  have he : (Real.exp (-G x) : ℂ) * (Real.exp (G x) : ℂ) = 1 := by
    rw [← Complex.ofReal_mul, ← Real.exp_add, neg_add_cancel, Real.exp_zero,
      Complex.ofReal_one]
  linear_combination (Real.exp (G x) : ℂ) * hc - u x * he
```

If $u'=G'u$ and $G(0)=0$, then $(ue^{-G})'=G'ue^{-G}-G'ue^{-G}=0$. Hence $ue^{-G}$ keeps its value $u(0)$, and $u=u(0)e^{G}$. The proof has the same steps: `hd` is the vanishing derivative and `hc` the constancy.

```lean
/-- The differentiable zero-energy solutions, with no condition at infinity, are the spinors
`(a exp(-W), b exp(W))`. -/
theorem zero_energy_iff (hv : v ≠ 0) (hm : Continuous m) (ψ : ℝ → Fin 2 → ℂ) :
    (Differentiable ℝ ψ ∧ ∀ x, diracOp v m ψ x = 0) ↔
      ∃ a b : ℂ, ψ = fun x =>
        ![a * (Real.exp (-W v m x) : ℂ), b * (Real.exp (W v m x) : ℂ)] := by
  have hv' : (v : ℂ) ≠ 0 := Complex.ofReal_ne_zero.2 hv
  have hq : ∀ x, (v : ℂ) * ((m x / v : ℝ) : ℂ) = m x := fun x => by
    rw [← Complex.ofReal_mul, mul_comm, div_mul_cancel₀ _ hv]
  have hW0 : W v m 0 = 0 := intervalIntegral.integral_same
  constructor
  · rintro ⟨hd, h⟩
    have hp := fun x => hasDerivAt_pi.1 (hd x).hasDerivAt
    have h0 : ∀ x, HasDerivAt (fun y => ψ y 0) (((-(m x / v) : ℝ) : ℂ) * ψ x 0) x := by
      intro x
      have e := (diracOp_apply v m ψ x).2
      rw [h x, Pi.zero_apply] at e
      refine (hp x 0).congr_deriv (mul_left_cancel₀ hv' ?_)
      rw [Complex.ofReal_neg]
      linear_combination -e + ψ x 0 * hq x
    have h1 : ∀ x, HasDerivAt (fun y => ψ y 1) (((m x / v : ℝ) : ℂ) * ψ x 1) x := by
      intro x
      have e := (diracOp_apply v m ψ x).1
      rw [h x, Pi.zero_apply] at e
      refine (hp x 1).congr_deriv (mul_left_cancel₀ hv' ?_)
      linear_combination e - ψ x 1 * hq x
    refine ⟨ψ 0 0, ψ 0 1, funext fun x => funext (Fin.forall_fin_two.2 ⟨?_, ?_⟩)⟩
    · exact eq_exp_of_hasDerivAt h0 (fun y => (hasDerivAt_W hm y).fun_neg) (by simp [hW0]) x
    · exact eq_exp_of_hasDerivAt h1 (hasDerivAt_W hm) hW0 x
  · rintro ⟨a, b, rfl⟩
    have hd : ∀ x, HasDerivAt (fun x =>
        ![a * (Real.exp (-W v m x) : ℂ), b * (Real.exp (W v m x) : ℂ)])
        ![-((m x / v : ℝ) : ℂ) * (a * (Real.exp (-W v m x) : ℂ)),
          ((m x / v : ℝ) : ℂ) * (b * (Real.exp (W v m x) : ℂ))] x := by
      intro x
      have hw := hasDerivAt_W (v := v) hm x
      refine hasDerivAt_pi.2 (Fin.forall_fin_two.2 ⟨?_, ?_⟩)
      · exact (hw.fun_neg.exp.ofReal_comp.const_mul a).congr_deriv (by
          simp only [Matrix.cons_val_zero]; push_cast; ring)
      · exact (hw.exp.ofReal_comp.const_mul b).congr_deriv (by
          simp only [Matrix.cons_val_one, Matrix.cons_val_fin_one]; push_cast; ring)
    refine ⟨fun x => (hd x).differentiableAt, fun x =>
      funext (Fin.forall_fin_two.2 ⟨?_, ?_⟩)⟩
    · rw [(diracOp_apply _ _ _ _).1, (hd x).deriv]
      change -(v : ℂ) * (((m x / v : ℝ) : ℂ) * (b * (Real.exp (W v m x) : ℂ)))
        + m x * (b * (Real.exp (W v m x) : ℂ)) = 0
      linear_combination -(b * (Real.exp (W v m x) : ℂ)) * hq x
    · rw [(diracOp_apply _ _ _ _).2, (hd x).deriv]
      change (v : ℂ) * (-((m x / v : ℝ) : ℂ) * (a * (Real.exp (-W v m x) : ℂ)))
        + m x * (a * (Real.exp (-W v m x) : ℂ)) = 0
      linear_combination -(a * (Real.exp (-W v m x) : ℂ)) * hq x
```

At zero energy, for $v\neq0$, the rows read $\psi_0'=-(m/v)\psi_0$ and $\psi_1'=(m/v)\psi_1$. The previous lemma with $G=-W$ and $G=W$ gives

$$\psi=(a\,e^{-W},\,b\,e^{W}),\qquad a=\psi_0(0),\quad b=\psi_1(0).$$

Conversely, differentiating this spinor and inserting it makes both rows vanish. The `↔` states both directions; nothing is yet required at infinity.

## Growth of the integrated mass

```lean
/-- Where the mass is at least `m₀` to the right of `R`, `W` rises at least at rate `m₀/v`. -/
theorem W_right (hv : 0 < v) (hm : Continuous m) (h : ∀ x > R, m₀ ≤ m x) {x : ℝ}
    (hx : R ≤ x) : W v m R + m₀ / v * (x - R) ≤ W v m x := by
  have hd : ∀ y, HasDerivAt (fun y => W v m y - m₀ / v * y) (m y / v - m₀ / v) y := fun y =>
    ((hasDerivAt_W hm y).fun_sub ((hasDerivAt_id' y).const_mul (m₀ / v))).congr_deriv (by ring)
  have hmono := monotoneOn_of_deriv_nonneg (convex_Ici R)
    (fun y _ => (hd y).continuousAt.continuousWithinAt)
    (fun y _ => (hd y).differentiableAt.differentiableWithinAt) (fun y hy => by
      rw [interior_Ici] at hy
      rw [(hd y).deriv, ← sub_div]
      exact div_nonneg (sub_nonneg.2 (h y hy)) hv.le)
  have h2 : W v m R - m₀ / v * R ≤ W v m x - m₀ / v * x :=
    hmono (Set.mem_Ici.2 le_rfl) (Set.mem_Ici.2 hx) hx
  linarith
```

From here on $v>0$ and $m$ is continuous. Write $\kappa=m_0/v$. If $m\ge m_0$ for $x>R$, then $(W-\kappa x)'=(m-m_0)/v\ge0$ there, so $W(x)\ge W(R)+\kappa(x-R)$ for $x\ge R$. Lean obtains this from `monotoneOn_of_deriv_nonneg`.

```lean
/-- Where the mass is at most `-m₀` to the left of `R`, `W` rises leftwards at least at rate
`m₀/v`. -/
theorem W_left (hv : 0 < v) (hm : Continuous m) (h : ∀ x < R, m x ≤ -m₀) {x : ℝ}
    (hx : x ≤ R) : W v m R + m₀ / v * (R - x) ≤ W v m x := by
  have hd : ∀ y, HasDerivAt (fun y => W v m y + m₀ / v * y) (m y / v + m₀ / v) y := fun y =>
    ((hasDerivAt_W hm y).fun_add ((hasDerivAt_id' y).const_mul (m₀ / v))).congr_deriv (by ring)
  have hanti := antitoneOn_of_deriv_nonpos (convex_Iic R)
    (fun y _ => (hd y).continuousAt.continuousWithinAt)
    (fun y _ => (hd y).differentiableAt.differentiableWithinAt) (fun y hy => by
      rw [interior_Iic] at hy
      rw [(hd y).deriv, ← add_div]
      exact div_nonpos_of_nonpos_of_nonneg (by linarith [h y hy]) hv.le)
  have h2 : W v m R + m₀ / v * R ≤ W v m x + m₀ / v * x :=
    hanti (Set.mem_Iic.2 hx) (Set.mem_Iic.2 le_rfl) hx
  linarith
```

If $m\le-m_0$ for $x<R$, then $W+\kappa x$ is nonincreasing there, so $W(x)\ge W(R)+\kappa(R-x)$ for $x\le R$. The next proof applies this with $-R$ in place of $R$.

```lean
/-- For a mass that is at least `m₀ > 0` far right and at most `-m₀` far left, the envelope
`exp(-W)` is square-integrable. -/
theorem integrable_wall (hv : 0 < v) (hm : Continuous m) (hm₀ : 0 < m₀)
    (hR : ∀ x > R, m₀ ≤ m x) (hL : ∀ x < -R, m x ≤ -m₀) :
    Integrable (fun x => Real.exp (-W v m x) ^ 2) := by
  have hk : 0 < m₀ / v := div_pos hm₀ hv
  have hWc : Continuous (W v m) :=
    continuous_iff_continuousAt.2 fun x => (hasDerivAt_W hm x).continuousAt
  have hR0 : 0 ≤ R := by
    by_contra hneg
    linarith [hR 0 (by linarith), hL 0 (by linarith)]
  obtain ⟨B, hB⟩ := (isCompact_Icc (a := -R) (b := R)).exists_bound_of_continuousOn
    hWc.continuousOn
  have hB' : ∀ x, -R ≤ x → x ≤ R → -B ≤ W v m x := fun x h1 h2 =>
    (abs_le.1 (hB x ⟨h1, h2⟩)).1
  -- linear growth of W in both directions
  have hC : ∀ x, m₀ / v * |x| - (B + m₀ / v * R) ≤ W v m x := by
    intro x
    rcases lt_or_ge R x with h | h
    · rw [abs_of_nonneg (by linarith)]
      linarith [W_right hv hm hR h.le, hB' R (by linarith) le_rfl]
    rcases lt_or_ge x (-R) with h' | h'
    · rw [abs_of_nonpos (by linarith)]
      linarith [W_left hv hm hL h'.le, hB' (-R) le_rfl (by linarith)]
    · have := mul_le_mul_of_nonneg_left (abs_le.2 ⟨h', h⟩) hk.le
      linarith [hB' x h' h]
  -- comparison with a Lorentzian
  have key : ∀ x, ‖Real.exp (-W v m x) ^ 2‖ ≤
      Real.exp (B + m₀ / v * R) ^ 2 * (1 + (m₀ / v * x) ^ 2)⁻¹ := by
    intro x
    rw [Real.norm_of_nonneg (sq_nonneg _), ← div_eq_mul_inv, le_div_iff₀ (by positivity)]
    have hy : 0 ≤ m₀ / v * |x| := by positivity
    have hs : (m₀ / v * |x|) ^ 2 = (m₀ / v * x) ^ 2 := by rw [mul_pow, sq_abs, mul_pow]
    have he := pow_le_pow_left₀ (by linarith) (Real.add_one_le_exp (m₀ / v * |x|)) 2
    have hq : 1 + (m₀ / v * x) ^ 2 ≤ Real.exp (m₀ / v * |x|) ^ 2 := by
      rw [← hs]; nlinarith
    calc Real.exp (-W v m x) ^ 2 * (1 + (m₀ / v * x) ^ 2)
        ≤ Real.exp (-W v m x) ^ 2 * Real.exp (m₀ / v * |x|) ^ 2 :=
          mul_le_mul_of_nonneg_left hq (sq_nonneg _)
      _ = Real.exp (-W v m x + m₀ / v * |x|) ^ 2 := by rw [← mul_pow, ← Real.exp_add]
      _ ≤ _ := pow_le_pow_left₀ (Real.exp_pos _).le
          (Real.exp_le_exp.2 (by linarith [hC x])) 2
  exact ((integrable_inv_one_add_sq.comp_mul_left' hk.ne').const_mul _).mono'
    ((Real.continuous_exp.comp hWc.neg).pow 2).aestronglyMeasurable (ae_of_all _ key)
```

Let $B$ bound $|W|$ on $[-R,R]$. The two growth estimates outside this interval, and the bound inside it, give $W(x)\ge\kappa|x|-C$ with $C=B+\kappa R$. For $y=\kappa|x|$ we have $e^{2y}\ge(1+y)^2\ge1+y^2$, hence

$$e^{-2W(x)}\le e^{2C}e^{-2\kappa|x|}\le\frac{e^{2C}}{1+\kappa^2x^2}.$$

The Lorentzian is integrable, so $e^{-2W}$ is too. In the code, `hC` is the linear bound and `key` the comparison.

```lean
/-- If an integrable density dominates `|b exp(G)|²` and `G` is bounded below on a right
half-line, then the amplitude `b` vanishes. -/
theorem amplitude_eq_zero {f G : ℝ → ℝ} {b : ℂ} {r g : ℝ} (hf : Integrable f)
    (hG : ∀ x > r, g ≤ G x) (h : ∀ x, ‖b * (Real.exp (G x) : ℂ)‖ ^ 2 ≤ f x) : b = 0 := by
  by_contra hb
  have hpos : 0 < (‖b‖ * Real.exp g) ^ 2 :=
    pow_pos (mul_pos (norm_pos_iff.2 hb) (Real.exp_pos g)) 2
  have hsub : Set.Ioi r ⊆ {x | (‖b‖ * Real.exp g) ^ 2 ≤ ‖f x‖} := by
    intro x hx
    have h1 := h x
    simp only [norm_mul, Complex.norm_real, Real.norm_eq_abs, Real.abs_exp] at h1
    have h2 : (‖b‖ * Real.exp g) ^ 2 ≤ (‖b‖ * Real.exp (G x)) ^ 2 :=
      pow_le_pow_left₀ (by positivity)
        (mul_le_mul_of_nonneg_left (Real.exp_le_exp.2 (hG x hx)) (norm_nonneg b)) 2
    exact (h2.trans h1).trans (le_abs_self _)
  have hlt := (measure_mono hsub).trans_lt (hf.measure_norm_ge_lt_top hpos)
  rw [Real.volume_Ioi] at hlt
  exact lt_irrefl _ hlt
```

Suppose $b\neq0$ and $G\ge g$ for $x>r$. Then $f\ge|b|^2e^{2g}>0$ on a half-line of infinite length. An integrable function can exceed a fixed positive level only on a set of finite length, so $b=0$.

## The bound state and its absence

```lean
/-- For a mass that is at least `m₀ > 0` far right and at most `-m₀` far left, the zero modes
are exactly the complex line spanned by the nonzero spinor `(exp(-∫m/v), 0)`. -/
theorem zeroMode_iff_mem_span (hv : 0 < v) (hm : Continuous m) (hm₀ : 0 < m₀)
    (hR : ∀ x > R, m₀ ≤ m x) (hL : ∀ x < -R, m x ≤ -m₀) :
    wallMode v m ≠ 0 ∧
      ∀ ψ, IsZeroMode v m ψ ↔ ψ ∈ Submodule.span ℂ {wallMode v m} := by
  have he : ∀ c : ℂ, c • wallMode v m = fun x =>
      ![c * (Real.exp (-W v m x) : ℂ), 0 * (Real.exp (W v m x) : ℂ)] := by
    intro c
    funext x i
    fin_cases i <;> simp [wallMode]
  refine ⟨fun h => ?_, fun ψ => ?_⟩
  · have h0 : (Real.exp (-W v m 0) : ℂ) = 0 := congrFun (congrFun h 0) 0
    exact (Real.exp_pos _).ne' (Complex.ofReal_eq_zero.1 h0)
  rw [Submodule.mem_span_singleton]
  constructor
  · intro h
    obtain ⟨a, b, rfl⟩ := (zero_energy_iff hv.ne' hm ψ).1 ⟨h.1, h.2.1⟩
    -- the lower component does not decay on the right
    have hb : b = 0 := amplitude_eq_zero (G := W v m) (r := R) (g := W v m R) h.2.2
      (fun x hx => by
        have := mul_nonneg (div_pos hm₀ hv).le (sub_nonneg.2 (le_of_lt hx))
        linarith [W_right hv hm hR (le_of_lt hx)])
      (fun x => le_add_of_nonneg_left (sq_nonneg _))
    subst hb
    exact ⟨a, he a⟩
  · rintro ⟨c, rfl⟩
    rw [he c]
    have hs := (zero_energy_iff hv.ne' hm _).2 ⟨c, 0, rfl⟩
    refine ⟨hs.1, hs.2, ((integrable_wall hv hm hm₀ hR hL).const_mul (‖c‖ ^ 2)).congr
      (ae_of_all _ fun x => ?_)⟩
    change ‖c‖ ^ 2 * Real.exp (-W v m x) ^ 2 = ‖c * (Real.exp (-W v m x) : ℂ)‖ ^ 2
      + ‖0 * (Real.exp (W v m x) : ℂ)‖ ^ 2
    simp only [zero_mul, norm_zero, norm_mul, Complex.norm_real, Real.norm_eq_abs,
      Real.abs_exp]
    ring
```

The hypotheses are $v>0$, continuous $m$, and $m_0>0$ with $m\ge m_0$ for $x>R$ and $m\le-m_0$ for $x<-R$. A uniform mass $m$ has half-gap $|m|$, and $m_0$ is a lower bound on $|m(x)|$ in the two outer regions. The abrupt step $m=m_0\,\mathrm{sgn}\,x$ is not covered, because its bound state $(e^{-m_0|x|/v},0)$ has a kink at $x=0$. `Submodule.span ℂ {wallMode v m}` is the set of complex multiples of $(e^{-W},0)$, which is nonzero.

By hand, start from $(ae^{-W},be^{W})$. On the right $W\ge W(R)$, so the amplitude lemma forces $b=0$. Conversely, every $(ae^{-W},0)$ solves the equation and has the integrable density $|a|^2e^{-2W}$. For the opposite wall, with $m\le-m_0$ far right and $m\ge m_0$ far left, the same argument with the two components exchanged gives the multiples of $(0,e^{W})$; that case is not stated in Lean.

In this non-interacting, one-dimensional continuum model, the result describes the mid-gap state at an interface between regions of opposite mass, as in two-band $k\cdot p$ theory kept to linear order in momentum, with no term proportional to the identity or to $\sigma_z$.

```lean
/-- If the mass is nonnegative far out on both sides, the only zero mode is `ψ = 0`. -/
theorem no_zeroMode_without_wall (hv : 0 < v) (hm : Continuous m)
    (hR : ∀ x > R, 0 ≤ m x) (hL : ∀ x < -R, 0 ≤ m x) {ψ : ℝ → Fin 2 → ℂ}
    (h : IsZeroMode v m ψ) : ψ = 0 := by
  obtain ⟨a, b, rfl⟩ := (zero_energy_iff hv.ne' hm ψ).1 ⟨h.1, h.2.1⟩
  have hb : b = 0 := amplitude_eq_zero (G := W v m) (r := R) (g := W v m R) h.2.2
    (fun x hx => by simpa using W_right hv hm hR (le_of_lt hx))
    (fun x => le_add_of_nonneg_left (sq_nonneg _))
  -- on the left, reverse the sign of the mass and reflect the line
  have hneg : ∀ x, W v (fun t => -m t) x = -W v m x := fun x => by
    simp only [W, neg_div, intervalIntegral.integral_neg]
  have ha : a = 0 := amplitude_eq_zero (G := fun x => -W v m (-x)) (r := R)
    (g := -W v m (-R)) h.2.2.comp_neg
    (fun x hx => by
      have h1 := W_left (m₀ := 0) hv hm.neg
        (fun y hy => by simpa using hL y hy) (neg_le_neg (le_of_lt hx))
      rw [zero_div, zero_mul, add_zero] at h1
      exact (hneg (-R)).symm.le.trans (h1.trans (hneg (-x)).le))
    (fun x => le_add_of_nonneg_right (sq_nonneg _))
  subst ha hb
  funext x i
  fin_cases i <;> simp

end

end DomainWallZeroMode
```

If $m\ge0$ far out on both sides, $W\ge W(R)$ on the right again gives $b=0$. On the left $-W(x)\ge-W(-R)$, so $e^{-W}$ does not decay and $a=0$. Lean reflects the line to use the same amplitude lemma.

```lean
#print axioms DomainWallZeroMode.zeroMode_iff_mem_span
#print axioms DomainWallZeroMode.no_zeroMode_without_wall
```

```
'DomainWallZeroMode.zeroMode_iff_mem_span' depends on axioms: [propext, Classical.choice, Quot.sound]
'DomainWallZeroMode.no_zeroMode_without_wall' depends on axioms: [propext, Classical.choice, Quot.sound]
```

## The profile $m=\tanh x$, and a grid

Take $v=1$ and $m(x)=\tanh x$, with $R=1$ and $m_0=\tanh1\approx0.762$. Then $W=\ln\cosh x$ and $e^{-W}=1/\cosh x$. Since $\int dx/\cosh^2x=2$, the normalised mode is $(1/(\sqrt2\cosh x),0)$. Its density is $0.5$ at the wall and about $0.210$ at $x=1$; the probability of $|x|<1$ is $\tanh1\approx0.762$.

For a tabulated mass, a code can accumulate $m/v$ by the trapezoidal rule to get $W$, subtract its minimum to avoid overflow, exponentiate $-W$ and normalise. This gives a reference envelope for the upper component, near the wall, of a near-zero eigenvector of a discretised Hamiltonian. Such an eigenvector can also have weight elsewhere or in the lower component, since a finite grid may add near-zero states of its own. In a periodic cell the mass must return to its initial sign, so a second wall is present.
